# An impurity of m spin orbitals in a Slater determinant is entangled with at most m bath orbitals

How many orbitals of its surroundings an impurity is entangled with, when the whole system is in a Slater determinant, is read off here from the one-particle density matrix: an environment orbital counts as a bath orbital if it is an eigenvector of the environment block and its occupation is neither 0 nor 1. The answer is at most the number m of impurity orbitals, however large the environment is.

One step between this count and the many-electron state is physics and not part of the Lean code, which contains matrices but no Fock space. An environment orbital with occupation 0 is empty and one with occupation 1 is filled, so both factor out of the determinant. The entanglement with the impurity is carried by the remaining orbitals, those with fractional occupation.

The result bears on density-matrix embedding, where a large lattice or molecule is replaced by an impurity and its bath. It applies there to the finite, mean-field determinant from which the bath is built, and not to a correlated wave function.

## The density matrix and its fractional occupations

Let A be the set of the m impurity orbitals and B the set of environment orbitals. Both are finite, and together they form an orthonormal one-particle basis. For a single spin species they are simply lattice sites. In Lean the whole basis is the disjoint union `A ⊕ B`. The letter `n` in the code stands for a general finite index set, not for an occupation number.

```lean
import Mathlib

open Matrix
open scoped ComplexOrder

namespace DensityMatrixEmbedding

variable {n A B : Type*} [Fintype n] [DecidableEq n] [Fintype A] [DecidableEq A]
  [Fintype B] [DecidableEq B]
```

Let the columns of a matrix C be the occupied orbitals, orthonormal so that CᴴC = 1, where ᴴ denotes the conjugate transpose. The density matrix is P = CCᴴ, with entries Pᵢⱼ = ⟨cⱼ†cᵢ⟩, and it satisfies

Pᴴ = P

P² = CCᴴCCᴴ = CCᴴ = P.

These two properties are all that is assumed about the state. The second one stands for the absence of correlation: an interacting ground state in general has P² ≠ P. In a closed-shell calculation the spin-summed density matrix is 2P and has to be halved first.

```lean
/-- The one-particle density matrix of a Slater determinant: a Hermitian idempotent matrix. -/
structure IsProjector (P : Matrix n n ℂ) : Prop where
  herm : P.IsHermitian
  idem : P * P = P
```

A Hermitian matrix D has real eigenvalues λᵢ, one for each index i, with repeated values listed repeatedly. The number of fractional ones is

f(D) = number of indices i with λᵢ ≠ 0 and λᵢ ≠ 1.

Since indices are counted and not distinct values, multiplicity is included. In Lean f(D) is `fractionalCount hD`, where `hD` is the proof that D is Hermitian. The name refers to a whole number of orbitals, not to a fraction.

```lean
/-- The number of eigenvalues of a Hermitian matrix that are neither 0 nor 1,
counted with multiplicity. -/
noncomputable def fractionalCount {D : Matrix n n ℂ} (hD : D.IsHermitian) : ℕ :=
  Nat.card {i // hD.eigenvalues i ≠ 0 ∧ hD.eigenvalues i ≠ 1}
```

## What idempotency says about the blocks

Sorted by impurity and environment, P has the diagonal blocks P_AA and P_BB and the coupling blocks P_AB and P_BA. Lean calls them `toBlocks₁₁`, `toBlocks₂₂`, `toBlocks₁₂` and `toBlocks₂₁`. Hermiticity of P gives P_BA = P_ABᴴ. For two impurity indices i and j it gives

(P_AA)ᵢⱼ = Pᵢⱼ = conj(Pⱼᵢ) = conj((P_AA)ⱼᵢ),

so the impurity block is Hermitian and has real occupations.

```lean
omit [DecidableEq A] [DecidableEq B] in
/-- The impurity block of a projector is Hermitian. -/
theorem IsProjector.impurity {P : Matrix (A ⊕ B) (A ⊕ B) ℂ} (hP : IsProjector P) :
    P.toBlocks₁₁.IsHermitian :=
  Matrix.IsHermitian.ext fun _ _ => hP.herm.apply _ _
```

The same line with i and j in the environment shows that P_BB is Hermitian.

```lean
omit [DecidableEq A] [DecidableEq B] in
/-- The environment block of a projector is Hermitian. -/
theorem IsProjector.environment {P : Matrix (A ⊕ B) (A ⊕ B) ℂ} (hP : IsProjector P) :
    P.toBlocks₂₂.IsHermitian :=
  Matrix.IsHermitian.ext fun _ _ => hP.herm.apply _ _
```

Now take the entry of P² = P with i and j both in A, and split the sum over the intermediate index k:

Σ_{k in A} Pᵢₖ Pₖⱼ + Σ_{k in B} Pᵢₖ Pₖⱼ = Pᵢⱼ.

The first sum is an entry of P_AA², the second an entry of P_AB P_BA. With i and j both in B, the two sums are entries of P_BA P_AB and P_BB². Replacing P_BA by P_ABᴴ gives

P_AA − P_AA² = P_AB P_ABᴴ

P_BB − P_BB² = P_ABᴴ P_AB.

A diagonal block thus fails to be a projector exactly to the extent that impurity and environment are coupled. In the proof, `Fintype.sum_sum_type` splits the sum over k, `hP.herm.apply` turns each entry of P_ABᴴ in the goal into the matching entry of P_BA, and `linear_combination` rearranges the result.

```lean
omit [DecidableEq A] [DecidableEq B] in
/-- For a projector, the failure of each diagonal block to be idempotent is given by the
block that couples impurity and environment. -/
theorem idempotency_defect {P : Matrix (A ⊕ B) (A ⊕ B) ℂ} (hP : IsProjector P) :
    P.toBlocks₁₁ - P.toBlocks₁₁ * P.toBlocks₁₁ = P.toBlocks₁₂ * P.toBlocks₁₂ᴴ ∧
    P.toBlocks₂₂ - P.toBlocks₂₂ * P.toBlocks₂₂ = P.toBlocks₁₂ᴴ * P.toBlocks₁₂ := by
  constructor
  · ext i j
    have h := congrFun (congrFun hP.idem (Sum.inl i)) (Sum.inl j)
    rw [Matrix.mul_apply, Fintype.sum_sum_type] at h
    simp only [Matrix.sub_apply, Matrix.mul_apply, Matrix.conjTranspose_apply,
      Matrix.toBlocks₁₁, Matrix.toBlocks₁₂, Matrix.of_apply, hP.herm.apply]
    linear_combination -h
  · ext i j
    have h := congrFun (congrFun hP.idem (Sum.inr i)) (Sum.inr j)
    rw [Matrix.mul_apply, Fintype.sum_sum_type] at h
    simp only [Matrix.sub_apply, Matrix.mul_apply, Matrix.conjTranspose_apply,
      Matrix.toBlocks₂₂, Matrix.toBlocks₁₂, Matrix.of_apply, hP.herm.apply]
    linear_combination -h
```

## Fractional occupations counted by a rank

Let D be any Hermitian matrix, U the unitary matrix of its eigenvectors and Λ the diagonal matrix of its eigenvalues. Then

DU = UΛ

D²U = DUΛ = UΛ²

(D − D²)U = U(Λ − Λ²).

Multiplication by the invertible matrix U changes no rank, so

rank(D − D²) = rank(Λ − Λ²) = number of indices i with λᵢ(1 − λᵢ) ≠ 0 = f(D).

The Lean proof takes the same route. The statement `h` is the first equation and `key` the third. Two rank lemmas remove U from the left and the right side, `Matrix.rank_diagonal` counts the nonzero diagonal entries, and the last lines factor λ − λ² as λ(1 − λ).

```lean
/-- The number of fractional eigenvalues of a Hermitian matrix `D` is the rank of `D - D²`. -/
theorem fractionalCount_eq_rank {D : Matrix n n ℂ} (hD : D.IsHermitian) :
    fractionalCount hD = (D - D * D).rank := by
  -- the eigenvectors form the columns of an invertible matrix U
  obtain ⟨U, hU, h⟩ : ∃ U : Matrix n n ℂ, IsUnit U.det ∧
      D * U = U * diagonal (fun j => (hD.eigenvalues j : ℂ)) := by
    refine ⟨hD.eigenvectorUnitary, Matrix.isUnit_det_of_right_inverse
      (Matrix.mem_unitaryGroup_iff.1 hD.eigenvectorUnitary.2), ?_⟩
    ext i j
    have h := congrFun (hD.mulVec_eigenvectorBasis j) i
    rw [Matrix.mul_diagonal]
    simpa [Matrix.mul_apply, Matrix.mulVec, dotProduct,
      Matrix.IsHermitian.eigenvectorUnitary_apply, mul_comm] using h
  -- the same U diagonalises D - D²
  have key : (D - D * D) * U = U * diagonal (fun j =>
      (hD.eigenvalues j : ℂ) - (hD.eigenvalues j : ℂ) * (hD.eigenvalues j : ℂ)) := by
    rw [sub_mul, mul_assoc, h, ← mul_assoc, h, mul_assoc, diagonal_mul_diagonal,
      ← mul_sub, diagonal_sub]
  rw [← Matrix.rank_mul_eq_left_of_isUnit_det U (D - D * D) hU, key,
    Matrix.rank_mul_eq_right_of_isUnit_det U _ hU, Matrix.rank_diagonal,
    ← Nat.card_eq_fintype_card]
  refine Nat.card_congr (Equiv.subtypeEquivRight fun i => ?_)
  have e : (hD.eigenvalues i : ℂ) - (hD.eigenvalues i : ℂ) * (hD.eigenvalues i : ℂ)
      = ((hD.eigenvalues i * (1 - hD.eigenvalues i) : ℝ) : ℂ) := by
    push_cast
    ring
  simp only [e, ne_eq, Complex.ofReal_eq_zero, mul_eq_zero, not_or, sub_eq_zero,
    eq_comm (a := (1 : ℝ))]
```

Apply this to D = P_BB and insert the identity for the environment block:

f(P_BB) = rank(P_BB − P_BB²) = rank(P_ABᴴ P_AB).

The last rank equals that of P_AB. Indeed, if P_ABᴴ P_AB x = 0, then

‖P_AB x‖² = xᴴ P_ABᴴ P_AB x = 0,

so P_AB x = 0. The two matrices have the same kernel and the same number of columns, hence the same rank. The number of bath orbitals is therefore known exactly:

f(P_BB) = rank(P_AB).

```lean
omit [DecidableEq A] in
/-- For a projector, the number of fractional environment orbitals is the rank of the block
that couples impurity and environment. -/
theorem bath_size_eq_rank {P : Matrix (A ⊕ B) (A ⊕ B) ℂ} (hP : IsProjector P) :
    fractionalCount hP.environment = P.toBlocks₁₂.rank := by
  rw [fractionalCount_eq_rank, (idempotency_defect hP).2, Matrix.rank_conjTranspose_mul_self]
```

The matrix P_AB has one row for each impurity orbital, and a rank never exceeds the number of rows:

f(P_BB) = rank(P_AB) ≤ m.

In words, the Lean theorem says: for all finite A and B and every Hermitian idempotent P on `A ⊕ B`, the environment block has at most `Fintype.card A` eigenvalues different from 0 and 1, counted with multiplicity. The size of B does not enter the bound. An impurity of a single orbital has at most one bath orbital, and an empty impurity has none.

```lean
omit [DecidableEq A] in
/-- The environment block of a projector has at most as many eigenvalues different from
0 and 1, counted with multiplicity, as the impurity has sites. -/
theorem bath_size_le {P : Matrix (A ⊕ B) (A ⊕ B) ℂ} (hP : IsProjector P) :
    fractionalCount hP.environment ≤ Fintype.card A := by
  rw [bath_size_eq_rank hP]
  exact Matrix.rank_le_card_height _
```

The impurity block can be treated in the same way. Its identity contains P_AB P_ABᴴ, which also has the rank of P_AB, so

f(P_AA) = rank(P_AB P_ABᴴ) = rank(P_AB) = f(P_BB).

Seen from either side of the cut, the number of fractional orbitals is the same.

```lean
/-- The impurity and environment blocks of a projector have equally many fractional
eigenvalues, counted with multiplicity. -/
theorem impurity_count_eq_bath_size {P : Matrix (A ⊕ B) (A ⊕ B) ℂ} (hP : IsProjector P) :
    fractionalCount hP.impurity = fractionalCount hP.environment := by
  rw [bath_size_eq_rank hP, fractionalCount_eq_rank, (idempotency_defect hP).1,
    Matrix.rank_self_mul_conjTranspose]
```

## Which environment orbitals decouple

Let v ≠ 0 be an environment orbital with P_BB v = l v, where l is its occupation. Extend it by zero to the impurity and write the result as (0, v). Then

P(0, v) = (P_AB v, P_BB v) = (P_AB v, l v),

so (0, v) is an eigenvector of the full P with eigenvalue l exactly when P_AB v = 0. The identity for the environment block gives

P_ABᴴ(P_AB v) = (P_BB − P_BB²)v = (l − l²)v.

If P_AB v = 0, then (l − l²)v = 0, and since v ≠ 0 it follows that l = 0 or l = 1. Conversely, if l is 0 or 1, then P_ABᴴ P_AB v = 0, and the norm argument used for the rank gives P_AB v = 0.

An environment orbital with occupation 1 is therefore an occupied orbital of the whole system that has no weight on the impurity, and one with occupation 0 is an unoccupied orbital of the same kind. A fractional one is neither. Lean does not require v to be normalised; for a unit vector the coupling has the strength ‖P_AB v‖² = l − l², which is largest at half filling, l = 1/2.

In the proof, `e` is the block form of P(0, v) and `key` is the identity with l − l². The two bullets after `constructor` are the two directions.

```lean
omit [DecidableEq A] [DecidableEq B] in
/-- A nonzero environment eigenvector, extended by zero to the impurity, is an eigenvector of
the whole projector with the same eigenvalue exactly when that eigenvalue is 0 or 1. -/
theorem decoupled_iff {P : Matrix (A ⊕ B) (A ⊕ B) ℂ} (hP : IsProjector P) {v : B → ℂ} {l : ℂ}
    (hv0 : v ≠ 0) (hv : P.toBlocks₂₂ *ᵥ v = l • v) :
    P *ᵥ Sum.elim (0 : A → ℂ) v = l • Sum.elim (0 : A → ℂ) v ↔ l = 0 ∨ l = 1 := by
  have e : P *ᵥ Sum.elim (0 : A → ℂ) v
      = Sum.elim (P.toBlocks₁₂ *ᵥ v) (P.toBlocks₂₂ *ᵥ v) := by
    ext (i | i) <;> simp [Matrix.mulVec, dotProduct, Fintype.sum_sum_type,
      Matrix.toBlocks₁₂, Matrix.toBlocks₂₂]
  -- coupling v to the impurity and back multiplies it by l - l²
  have key : P.toBlocks₁₂ᴴ *ᵥ (P.toBlocks₁₂ *ᵥ v) = (l - l * l) • v := by
    rw [Matrix.mulVec_mulVec, ← (idempotency_defect hP).2, Matrix.sub_mulVec,
      ← Matrix.mulVec_mulVec, hv, Matrix.mulVec_smul, hv, smul_smul, sub_smul]
  rw [e]
  constructor
  · intro h
    have hb : P.toBlocks₁₂ *ᵥ v = 0 := by
      ext i
      simpa using congrFun h (Sum.inl i)
    rw [hb, Matrix.mulVec_zero] at key
    have hl : l * (1 - l) = 0 := by
      linear_combination (smul_eq_zero.1 key.symm).resolve_right hv0
    rcases mul_eq_zero.1 hl with h0 | h1
    · exact Or.inl h0
    · exact Or.inr (sub_eq_zero.1 h1).symm
  · intro h
    have hl : l - l * l = 0 := by rcases h with rfl | rfl <;> ring
    have hb : P.toBlocks₁₂ *ᵥ v = 0 := by
      apply (Matrix.conjTranspose_mul_self_mulVec_eq_zero _ _).1
      rw [← Matrix.mulVec_mulVec, key, hl, zero_smul]
    rw [hb, hv]
    ext (i | i) <;> simp
```

In an embedding calculation this becomes a short recipe. From the occupied mean-field orbitals one forms P = CCᴴ and diagonalises P_BB. Eigenvectors with fractional eigenvalues become the bath, those with eigenvalue 1 are kept as a frozen core, and those with eigenvalue 0 are dropped. For a two-site impurity in a ring of 100 sites, P_BB is a 98 × 98 matrix, yet for each spin at most two of its eigenvectors enter the bath, and the embedded problem has at most four orbitals per spin.

For fractional l, dividing the vector identity P_ABᴴ(P_AB v) = (l − l²)v by l − l² shows in addition that v lies in the column span of P_BA. Since there are as many orthonormal bath orbitals as the rank of P_BA, they span its whole column space. The same space can be obtained from a singular value decomposition of P_BA, which in the example has only two columns: the left singular vectors with nonzero singular value are an orthonormal basis of it. They need not be eigenvectors of P_BB one by one, because the occupations l and 1 − l belong to the same singular value.

## One bond for each impurity orbital

The bound m is reached when every impurity site a shares a bond with a partner site a′ in the environment. For one spin species, let the occupied orbitals be the bonding combinations

(|a⟩ + |a′⟩)/√2, one for each a in A.

This is the ground state of m separate dimers without interaction, with one electron of this spin on each. The environment is a second copy of A, and each bond contributes 1/2 to the entries aa, aa′, a′a and a′a′ of P, so

P_AA = P_AB = P_BA = P_BB = ½·1.

```lean
/-- The projector whose four blocks are all half the identity: each impurity site shares one
bonding orbital with its partner site in the environment. -/
noncomputable def bondProjector (A : Type*) [DecidableEq A] : Matrix (A ⊕ A) (A ⊕ A) ℂ :=
  fromBlocks ((1 / 2 : ℂ) • 1) ((1 / 2 : ℂ) • 1) ((1 / 2 : ℂ) • 1) ((1 / 2 : ℂ) • 1)
```

This matrix is Hermitian because its blocks are real multiples of the identity and the two coupling blocks agree. It is idempotent because every block of P² is

(½·1)(½·1) + (½·1)(½·1) = ½·1.

In the code, `hh` is the Hermiticity of a block and `hm` is this sum.

```lean
/-- The bond matrix is Hermitian and idempotent. -/
theorem bondProjector_witness : IsProjector (bondProjector A) := by
  have hh : ((1 / 2 : ℂ) • (1 : Matrix A A ℂ))ᴴ = (1 / 2 : ℂ) • 1 := by
    simp [Matrix.conjTranspose_smul]
  have hm : ((1 / 2 : ℂ) • (1 : Matrix A A ℂ)) * ((1 / 2 : ℂ) • 1)
      + ((1 / 2 : ℂ) • 1) * ((1 / 2 : ℂ) • 1) = (1 / 2 : ℂ) • 1 := by
    rw [smul_mul_smul_comm, one_mul, ← add_smul]
    norm_num
  refine ⟨Matrix.IsHermitian.fromBlocks hh hh hh, ?_⟩
  rw [bondProjector, Matrix.fromBlocks_multiply, hm]
```

The coupling block ½·1 has the inverse 2·1, so its rank is m, and

f(P_BB) = rank(½·1) = m.

The smallest nontrivial case is m = 1, the two-site Hubbard model at U = 0 with one electron of the given spin. All four entries of P are then 1/2. The environment block is the single number 1/2, which is one fractional occupation, and the identity for this block reads 1/2 − 1/4 = (1/2)². The Lean theorem holds for every finite A, so no bound smaller than m is valid for all determinants with an impurity of m orbitals.

```lean
/-- For the bond projector the number of fractional environment orbitals equals the number of
impurity sites. -/
theorem bath_size_sharp :
    fractionalCount (bondProjector_witness (A := A)).environment = Fintype.card A := by
  rw [bath_size_eq_rank (bondProjector_witness (A := A)), bondProjector,
    Matrix.toBlocks_fromBlocks₁₂]
  apply Matrix.rank_of_isUnit
  rw [Matrix.isUnit_iff_isUnit_det]
  apply Matrix.isUnit_det_of_right_inverse (B := (2 : ℂ) • (1 : Matrix A A ℂ))
  rw [smul_mul_smul_comm, one_mul]
  norm_num

end DensityMatrixEmbedding
```

```lean
#print axioms DensityMatrixEmbedding.bath_size_le
#print axioms DensityMatrixEmbedding.impurity_count_eq_bath_size
#print axioms DensityMatrixEmbedding.decoupled_iff
#print axioms DensityMatrixEmbedding.bath_size_sharp
```

```
'DensityMatrixEmbedding.bath_size_le' depends on axioms: [propext, Classical.choice, Quot.sound]
'DensityMatrixEmbedding.impurity_count_eq_bath_size' depends on axioms: [propext, Classical.choice, Quot.sound]
'DensityMatrixEmbedding.decoupled_iff' depends on axioms: [propext, Classical.choice, Quot.sound]
'DensityMatrixEmbedding.bath_size_sharp' depends on axioms: [propext, Classical.choice, Quot.sound]
```
